# The one-particle ground energy of a triangle with hopping +1 has a kink at zero site potential

Q: One particle hops on three mutually connected sites of energy zero, with Hamiltonian matrix element +1 between each pair, and a gate shifts the energy of one site by a. Raising that site leaves the ground energy at −1, while lowering it brings the energy down at once, with a finite slope. I doubt that a formal statement about infima and derivatives captures this. What is the calculation by hand?

A: Number the sites 0, 1, 2, as Lean does, and let a act on site 2. For real amplitudes x₀, x₁, x₂ write N = x₀² + x₁² + x₂² for the squared norm and W for the energy form:

W = 2(x₀x₁ + x₁x₂ + x₂x₀) + a x₂²

Adding N completes a square:

W + N = (x₀ + x₁ + x₂)² + a x₂²

For a ≥ 0 the right side is nonnegative, so W ≥ −N. The normalised state (1, −1, 0)/√2 makes it zero, so the ground energy e(a) is −1.

For a ≤ 0 that state still has energy −1, but the symmetric combination (1, 1, 0)/√2 mixes with site 2. In these two states the Hamiltonian has diagonal entries 1 and a and off-diagonal entry √2. Its eigenvalues l satisfy

(1 − l)(a − l) = 2

and the lower one is

l = (1 + a − √((1 − a)² + 8))/2

Since (3 + a)² = (1 − a)² + 8 + 8a ≤ (1 − a)² + 8, the root is at least 3 + a, and l ≤ −1. So l is the lowest of the three levels, and e(a) = l.

Similarly, (3 − a/3)² = (1 − a)² + 8 − 8a²/9, so the root is at least 3 − a/3, which gives

e(a) ≤ −1 + 2a/3

Differentiating l at a = 0, where the root equals 3, gives (1 + 1/3)/2 = 2/3. The slope from the left is 2/3 and from the right 0, so e has no derivative there.

Q: Which objects in the file are the Hamiltonian and the potential?

A: `hopping` is the matrix T, with +1 off the diagonal and 0 on it.

```lean
import Mathlib

open Matrix

namespace TriangleGroundEnergyKink

noncomputable section

/-- Hopping matrix of the triangle: every off-diagonal entry is `+1`, the diagonal is zero. -/
def hopping : Matrix (Fin 3) (Fin 3) ℝ := !![0, 1, 1; 1, 0, 1; 1, 1, 0]
```

The sign matters. In the convention where hopping enters as −t, this is t = −1. With entries −1 instead, the ground state at a = 0 would be the nondegenerate (1, 1, 1)/√3 with energy −2, and e would be smooth there with slope 1/3.

A potential is a function `v` from the three sites to the reals, added on the diagonal.

```lean
/-- One-particle Hamiltonian `T + diag(v)` in the site potential `v`. -/
def hamiltonian (v : Fin 3 → ℝ) : Matrix (Fin 3) (Fin 3) ℝ := hopping + Matrix.diagonal v
```

Q: And the ground energy? I would have expected an eigenvalue, and complex states.

A: The file uses the variational definition: collect the energies of all normalised real states and take the infimum.

```lean
/-- The energy expectation values of all normalised real states in the potential `v`. -/
def energies (v : Fin 3 → ℝ) : Set ℝ :=
  {E | ∃ x : Fin 3 → ℝ, x ⬝ᵥ x = 1 ∧ x ⬝ᵥ (hamiltonian v *ᵥ x) = E}

/-- The ground-state energy `E[v]`: the infimum of the energy over normalised states. -/
def groundEnergy (v : Fin 3 → ℝ) : ℝ := sInf (energies v)
```

Real amplitudes lose nothing, because T + diag(v) is real and symmetric. For a complex state u + iw, both the energy and the squared norm are sums of a part from u and a part from w, so the minimum is unchanged.

The function `e` restricts E[v] to potentials (0, 0, a), and `lowerBranch` names the root l.

```lean
/-- The ground energy `e(a)` when the potential `a` acts on the third site only. -/
def e (a : ℝ) : ℝ := groundEnergy ![0, 0, a]

/-- The lower root of the two-level problem formed by the third site and the symmetric
combination of the other two. -/
def lowerBranch (a : ℝ) : ℝ := (1 + a - √((1 - a) ^ 2 + 8)) / 2
```

Q: An infimum need not belong to any state. How do you know that this one does?

A: For the potentials (0, 0, a), the file proves `IsLeast`: the value is the energy of some normalised state, and no normalised state lies below it. Two lemmas first write out N and W in components.

```lean
lemma norm_eq (x : Fin 3 → ℝ) : x ⬝ᵥ x = x 0 * x 0 + x 1 * x 1 + x 2 * x 2 := by
  simp only [dotProduct, Fin.sum_univ_three]

lemma energy_eq (a : ℝ) (x : Fin 3 → ℝ) :
    x ⬝ᵥ (hamiltonian ![0, 0, a] *ᵥ x)
      = 2 * (x 0 * x 1 + x 1 * x 2 + x 2 * x 0) + a * x 2 ^ 2 := by
  simp [hamiltonian, hopping, Matrix.mulVec, dotProduct, Fin.sum_univ_three,
    Matrix.add_apply, Matrix.diagonal_apply]
  ring
```

The next theorem turns a quadratic inequality into a least energy. If W ≥ cN for every x, and a nonzero y gives equality, then c is the least energy. The proof divides y by its norm √(y·y) to obtain a normalised state of energy c; the inequality at N = 1 gives the lower bound.

```lean
/-- A lower bound on the energy that some nonzero state saturates is the least energy of a
normalised state. -/
theorem isLeast_of_saturated {v : Fin 3 → ℝ} {c : ℝ} (y : Fin 3 → ℝ) (hy : 0 < y ⬝ᵥ y)
    (hlow : ∀ x : Fin 3 → ℝ, c * (x ⬝ᵥ x) ≤ x ⬝ᵥ (hamiltonian v *ᵥ x))
    (hsat : y ⬝ᵥ (hamiltonian v *ᵥ y) = c * (y ⬝ᵥ y)) : IsLeast (energies v) c := by
  -- normalise the saturating state
  have hs : (√(y ⬝ᵥ y))⁻¹ * (√(y ⬝ᵥ y))⁻¹ * (y ⬝ᵥ y) = 1 := by
    rw [← mul_inv, Real.mul_self_sqrt hy.le, inv_mul_cancel₀ hy.ne']
  refine ⟨⟨(√(y ⬝ᵥ y))⁻¹ • y, ?_, ?_⟩, ?_⟩
  · rw [smul_dotProduct, dotProduct_smul, smul_eq_mul, smul_eq_mul]
    linear_combination hs
  · rw [Matrix.mulVec_smul, smul_dotProduct, dotProduct_smul, smul_eq_mul, smul_eq_mul, hsat]
    linear_combination c * hs
  · rintro E ⟨x, hx, rfl⟩
    have h := hlow x
    rw [hx, mul_one] at h
    exact h
```

Q: Where does the degeneracy appear?

A: In the eigenvalue equation at a = 0. The first component of Tx = −x reads x₁ + x₂ = −x₀, and the other two say the same thing. The solutions therefore form the plane x₀ + x₁ + x₂ = 0, so the level −1 is twofold.

```lean
/-- A real vector `x` satisfies `T x = -x`, with `T` the hopping matrix, exactly when its components
sum to zero. -/
theorem degenerate_level (x : Fin 3 → ℝ) : hopping *ᵥ x = -x ↔ x 0 + x 1 + x 2 = 0 := by
  constructor
  · intro h
    have h0 := congrFun h 0
    simp [hopping, Matrix.mulVec, dotProduct, Fin.sum_univ_three] at h0
    linarith
  · intro h
    ext i
    fin_cases i <;> simp [hopping, Matrix.mulVec, dotProduct, Fin.sum_univ_three] <;> linarith
```

That this level is the ground level follows from the next theorem at a = 0. Its proof is the first square above: `nlinarith` receives the two nonnegative terms, and the saturating vector is (1, −1, 0).

```lean
/-- For a repulsive or vanishing potential on the third site, the least energy is `-1`. -/
theorem isLeast_of_nonneg {a : ℝ} (ha : 0 ≤ a) : IsLeast (energies ![0, 0, a]) (-1) := by
  refine isLeast_of_saturated ![1, -1, 0] ?_ ?_ ?_
  · rw [norm_eq]
    change (0 : ℝ) < 1 * 1 + (-1) * (-1) + 0 * 0
    norm_num
  · intro x
    rw [norm_eq, energy_eq]
    -- energy plus squared norm is a sum of nonnegative terms
    nlinarith [sq_nonneg (x 0 + x 1 + x 2), mul_nonneg ha (sq_nonneg (x 2))]
  · rw [norm_eq, energy_eq]
    change 2 * ((1 : ℝ) * (-1) + (-1) * 0 + 0 * 1) + a * 0 ^ 2
      = -1 * (1 * 1 + (-1) * (-1) + 0 * 0)
    ring
```

Q: For a ≤ 0 you diagonalised a 2×2 block. Does Lean do that too?

A: It checks the result without diagonalising. `lowerBranch_spec` supplies the equation for l and the bound l ≤ −1.

```lean
lemma lowerBranch_spec {a : ℝ} (ha : a ≤ 0) :
    (1 - lowerBranch a) * (a - lowerBranch a) = 2 ∧ lowerBranch a ≤ -1 := by
  have hs := Real.sq_sqrt (show 0 ≤ (1 - a) ^ 2 + 8 by positivity)
  have h3 : 3 + a ≤ √((1 - a) ^ 2 + 8) :=
    le_trans (le_abs_self _) (Real.abs_le_sqrt (by nlinarith))
  unfold lowerBranch
  constructor
  · linear_combination hs / 4
  · linarith
```

The lower bound then comes from an identity, with W and N as before:

(1 − l)(W − lN) = 2((1 − l)(x₀ + x₁)/2 + x₂)² + (1 − l)(−1 − l)(x₀ − x₁)²/2

Expanding both sides leaves a difference only in the x₂² term, and (1 − l)(a − l) = 2 removes it; this is the `linear_combination` step for `key`. Both terms on the right are nonnegative because l ≤ −1, and dividing by 1 − l > 0 gives W ≥ lN. The vector (1, 1, −(1 − l)) makes both terms vanish. Normalised, it is divided by √(2 + (1 − l)²); at a = 0 it becomes (1, 1, −2)/√6.

```lean
/-- For an attractive or vanishing potential on the third site, the least energy is
`(1 + a - √((1 - a)² + 8)) / 2`. -/
theorem isLeast_of_nonpos {a : ℝ} (ha : a ≤ 0) :
    IsLeast (energies ![0, 0, a]) (lowerBranch a) := by
  obtain ⟨hl, h1⟩ := lowerBranch_spec ha
  generalize lowerBranch a = l at hl h1 ⊢
  have hp : 0 < 1 - l := by linarith
  refine isLeast_of_saturated ![1, 1, -(1 - l)] ?_ ?_ ?_
  · rw [norm_eq]
    change (0 : ℝ) < 1 * 1 + 1 * 1 + -(1 - l) * -(1 - l)
    linarith [mul_self_nonneg (-(1 - l))]
  · intro x
    rw [norm_eq, energy_eq]
    refine le_of_mul_le_mul_left ?_ hp
    -- complete the square in the symmetric sector; the antisymmetric part is separate
    have key : (1 - l) * (2 * (x 0 * x 1 + x 1 * x 2 + x 2 * x 0) + a * x 2 ^ 2)
        - (1 - l) * (l * (x 0 * x 0 + x 1 * x 1 + x 2 * x 2))
        = 2 * ((1 - l) / 2 * (x 0 + x 1) + x 2) ^ 2
          + (1 - l) * (-1 - l) * (x 0 - x 1) ^ 2 / 2 := by
      linear_combination (x 2) ^ 2 * hl
    have hA := sq_nonneg ((1 - l) / 2 * (x 0 + x 1) + x 2)
    have hB := mul_nonneg (mul_nonneg hp.le (show 0 ≤ -1 - l by linarith))
      (sq_nonneg (x 0 - x 1))
    linarith
  · rw [norm_eq, energy_eq]
    change 2 * ((1 : ℝ) * 1 + 1 * -(1 - l) + -(1 - l) * 1) + a * (-(1 - l)) ^ 2
      = l * (1 * 1 + 1 * 1 + -(1 - l) * -(1 - l))
    linear_combination (1 - l) * hl
```

Q: What breaks if I drop the condition a ≤ 0 from that theorem?

A: The formula then follows the wrong level. At a = 1 it gives 1 − √2 ≈ −0.41, but (1, −1, 0)/√2 still has energy −1. For a > 0 the antisymmetric state is the lower one.

Q: How is a one-sided slope expressed?

A: `HasDerivWithinAt e 0 (Set.Ici 0) 0` says that e has derivative 0 at the point 0 when approached within [0, ∞). The second half says the same with 2/3 and (−∞, 0]. The proof replaces e by the constant −1 on the right and by `lowerBranch` on the left, then differentiates as by hand.

```lean
/-- At `a = 0` the ground energy has right slope `0` and left slope `2/3`. -/
theorem one_sided_slopes :
    HasDerivWithinAt e 0 (Set.Ici 0) 0 ∧ HasDerivWithinAt e (2 / 3) (Set.Iic 0) 0 := by
  constructor
  · exact (hasDerivWithinAt_const (0 : ℝ) (Set.Ici 0) (-1 : ℝ)).congr
      (fun a ha => (isLeast_of_nonneg ha).csInf_eq) (isLeast_of_nonneg le_rfl).csInf_eq
  · have h1 : HasDerivAt (fun a : ℝ => (1 - a) ^ 2 + 8) (-2) 0 :=
      ((((hasDerivAt_id' (0 : ℝ)).const_sub 1).fun_pow 2).add_const 8).congr_deriv
        (by norm_num)
    have h2 : HasDerivAt (fun a : ℝ => √((1 - a) ^ 2 + 8))
        (-2 / (2 * √((1 - 0) ^ 2 + 8))) 0 := h1.sqrt (by norm_num)
    have h3 : √(((1 : ℝ) - 0) ^ 2 + 8) = 3 := by
      rw [show ((1 : ℝ) - 0) ^ 2 + 8 = 3 ^ 2 by norm_num]
      exact Real.sqrt_sq (by norm_num)
    have h4 : HasDerivAt lowerBranch (2 / 3) 0 :=
      ((((hasDerivAt_id' (0 : ℝ)).const_add 1).fun_sub h2).div_const 2).congr_deriv
        (by rw [h3]; norm_num)
    exact h4.hasDerivWithinAt.congr
      (fun a ha => (isLeast_of_nonpos ha).csInf_eq) (isLeast_of_nonpos le_rfl).csInf_eq
```

The main theorem collects the three claims: the value −1 for a ≥ 0, the linear bound for a < 0, and the missing derivative. The bound uses the comparison of the root with 3 − a/3. For the last claim, a derivative at 0 would also be the derivative within each half-line. Those are unique, so it would equal both 0 and 2/3.

```lean
/-- The ground energy is `-1` for `a ≥ 0` and at most `-1 + 2a/3` for `a < 0`, and it is not
differentiable at `a = 0`. -/
theorem ground_energy_kink :
    (∀ a, 0 ≤ a → e a = -1) ∧ (∀ a, a < 0 → e a ≤ -1 + 2 * a / 3) ∧
      ¬ DifferentiableAt ℝ e 0 := by
  refine ⟨fun a ha => (isLeast_of_nonneg ha).csInf_eq, fun a ha => ?_, fun h => ?_⟩
  · have he : e a = lowerBranch a := (isLeast_of_nonpos ha.le).csInf_eq
    have hs : 3 - a / 3 ≤ √((1 - a) ^ 2 + 8) :=
      le_trans (le_abs_self _) (Real.abs_le_sqrt (by nlinarith [sq_nonneg a]))
    rw [he, lowerBranch]
    linarith
  · -- a derivative would have to equal both one-sided slopes
    have hr := (uniqueDiffWithinAt_Ici (0 : ℝ)).eq_deriv _
      h.hasDerivAt.hasDerivWithinAt one_sided_slopes.1
    have hl := (uniqueDiffWithinAt_Iic (0 : ℝ)).eq_deriv _
      h.hasDerivAt.hasDerivWithinAt one_sided_slopes.2
    linarith
```

Q: That concerns one line of potentials. In density functional theory, E[v] is a functional of the whole potential.

A: The last theorem treats E as a function of all three site potentials and shows that it is not differentiable at v = 0. If it were, composing it with the differentiable map a ↦ (0, 0, a) would make e differentiable at 0.

```lean
/-- The ground-state energy functional `E[v]` on all site potentials of the triangle is not
differentiable at `v = 0`. -/
theorem functional_not_differentiable : ¬ DifferentiableAt ℝ groundEnergy 0 := by
  intro h
  have h0 : (![0, 0, 0] : Fin 3 → ℝ) = 0 := by
    ext i
    fin_cases i <;> rfl
  have hd : DifferentiableAt ℝ (fun a : ℝ => (![0, 0, a] : Fin 3 → ℝ)) 0 := by
    rw [differentiableAt_pi]
    intro i
    fin_cases i
    · exact differentiableAt_const (0 : ℝ)
    · exact differentiableAt_const (0 : ℝ)
    · exact (hasDerivAt_id (0 : ℝ)).differentiableAt
  rw [← h0] at h
  -- restrict the functional to potentials on the third site
  exact ground_energy_kink.2.2 (DifferentiableAt.comp (0 : ℝ) h hd)

end

end TriangleGroundEnergyKink
```

```lean
#print axioms TriangleGroundEnergyKink.degenerate_level
#print axioms TriangleGroundEnergyKink.ground_energy_kink
#print axioms TriangleGroundEnergyKink.functional_not_differentiable
```

```
'TriangleGroundEnergyKink.degenerate_level' depends on axioms: [propext, Classical.choice, Quot.sound]
'TriangleGroundEnergyKink.ground_energy_kink' depends on axioms: [propext, Classical.choice, Quot.sound]
'TriangleGroundEnergyKink.functional_not_differentiable' depends on axioms: [propext, Classical.choice, Quot.sound]
```

Q: What does this mean for the density?

A: At a nondegenerate ground state, the derivative of E[v] with respect to a site potential is the occupation of that site. In this model of one particle on three sites, v = 0 has no single ground-state density to serve as the derivative: the occupation of site 2 is 0 in (1, −1, 0)/√2 and 2/3 in (1, 1, −2)/√6. Those are the two slopes. Interacting particles and larger lattices are not covered.

Q: Would I notice this in a program?

A: Not necessarily. Suppose it diagonalises T + diag(v) at v = 0 and squares the components of the lowest eigenvector it finds. The solver may return any normalised vector in the degenerate plane, so the reported occupation of site 2 can lie anywhere from 0 to 2/3. A central difference (e(h) − e(−h))/(2h) looks better behaved, but it tends to 1/3 as h → 0, which is neither slope. Computing the forward and backward differences separately exposes the kink.
